# The efficiency curve of the ABC model fixes positive A, B and C only up to a rescaling of the carrier density

## Two materials with one curve

Let two light-emitting materials lose carriers at the total rates \(n+n^2+n^3\) and \(2n+4n^2+8n^3\), where \(n>0\) is the carrier density in suitable units. In each, the quadratic term is the part that produces light. At density 2 the first material has total rate \(2+4+8=14\) and radiative share \(4/14\). At density 1 the second has the same rate and the same share.

This happens at every density, because \(2n+4n^2+8n^3=(2n)+(2n)^2+(2n)^3\). The second material at density \(n\) behaves as the first does at \(2n\). An observer who records rate and efficiency in steady operation, but not density, can't tell them apart.

## What is measured and what is sought

In a light-emitting diode the current and the light output are accessible, while the carrier density in the active layer usually has to be inferred. The ABC model writes the total recombination rate and the radiative efficiency as

\[
R(n)=An+Bn^2+Cn^3,\qquad \eta(n)=\frac{Bn^2}{R(n)},
\]

with \(A\) for recombination through defects, \(B\) for radiative and \(C\) for Auger recombination. All three are positive constants here. The efficiency curve is the set of pairs \((R(n),\eta(n))\) for \(n>0\).

Two sets of positive coefficients give the same curve exactly when, for some \(s>0\),

\[
A'=sA,\qquad B'=s^2B,\qquad C'=s^3C .
\]

Two distinct common points already force this relation.

## Rescaling leaves the curve unchanged

With the primed coefficients above,

\[
R'(n)=sAn+s^2Bn^2+s^3Cn^3=R(sn),\qquad
\eta'(n)=\frac{B(sn)^2}{R(sn)}=\eta(sn).
\]

As \(n\) runs over all positive numbers, so does \(sn\), and the two sets of pairs coincide.

## Two common points force the rescaling

Let a common point have density \(n\) in the unprimed model and \(m\) in the primed one, so that \(R(n)=R'(m)\) and \(\eta(n)=\eta'(m)\). Multiplying the two equations gives equal radiative rates, \(Bn^2=B'm^2\). Put \(s=\sqrt{B'/B}\), so that \(B'=s^2B\). Then \(n^2=(sm)^2\), and since both densities are positive, \(n=sm\).

Insert this into \(R(n)=R'(m)\). The quadratic terms cancel, and division by \(m\) leaves

\[
(sA-A')+(s^3C-C')\,m^2=0 .
\]

A second common point gives the same equation with the same \(s\). Call the two primed densities \(m_1\) and \(m_2\). They differ, because equal densities would give equal points. Subtraction yields \((s^3C-C')(m_1^2-m_2^2)=0\), hence \(C'=s^3C\), and then \(A'=sA\).

If the whole curves agree, the points at \(n=1\) and \(n=2\) serve, since \(R(2)-R(1)=A+3B+7C>0\).

One common point is too few. The coefficients \((1,1,1)\) and \((3/2,1,1/2)\) share the point \((3,1/3)\) at \(n=1\), but equal values of \(B\) would require \(s=1\), and the values of \(A\) differ.

## What the curve does determine

Any \(B'>0\) fits a given curve: take \(s=\sqrt{B'/B}\), \(A'=sA\) and \(C'=s^3C\). If \(B\) is known, then \(s^2=1\), so \(s=1\), and \(A\) and \(C\) are fixed.

The curve is equivalent to the two numbers \(A^2/B\), which has the units of \(R\), and \(B^2/(AC)\), which is dimensionless. Under rescaling the factors \(s^2\) and \(s^4\) cancel in them. Conversely, if both agree, set \(s=A'/A\). The first gives \(B'=A'^2B/A^2=s^2B\), and the second gives

\[
C'=\frac{B'^2AC}{A'B^2}=\frac{s^4AC}{sA}=s^3C .
\]

Within this model of density-independent coefficients, a value of \(B\) computed from optical matrix elements can therefore supply the number that the curve leaves open.

## The statements in Lean

`rate A B C n` is \(R(n)\), and `efficiency A B C n` is \(\eta(n)\). All quantities are real numbers without units. `efficiencyCurve A B C` is a subset of `ℝ × ℝ`; a pair belongs to it if some positive density produces it, and that density is not stored.

The equivalence is `efficiencyCurve_eq_iff`, and the two-point version is `scaling_of_two_points`. The consequences are `radiative_coefficient_free`, `fixed_by_radiative_coefficient` and `efficiencyCurve_eq_iff_invariants`. These all assume positive coefficients. `efficiencyCurve_scale` needs only `0 < s`; where the rate vanishes, Lean's division returns zero on both sides.

The step from here to a device is the conversion of measured current and light output into \(R\) and \(\eta\), which involves carrier leakage, active volume and light extraction. The theorems also concern exact points, so they give no error bounds for noisy data.

```lean
import Mathlib

namespace ABCIdentifiability

noncomputable section

variable {A B C A' B' C' : ℝ}

/-- Total recombination rate at carrier density `n`: defect-assisted, radiative and Auger
terms. -/
def rate (A B C n : ℝ) : ℝ := A * n + B * n ^ 2 + C * n ^ 3

/-- Radiative efficiency, the radiative share of the total recombination rate, for positive
coefficients and density `n > 0`. -/
def efficiency (A B C n : ℝ) : ℝ := B * n ^ 2 / rate A B C n

/-- The efficiency curve: all pairs (total rate, efficiency) as the density runs over `n > 0`.
The density itself is not recorded. -/
def efficiencyCurve (A B C : ℝ) : Set (ℝ × ℝ) :=
  {p | ∃ n : ℝ, 0 < n ∧ p = (rate A B C n, efficiency A B C n)}

/-- For positive coefficients and density, efficiency times total rate is the radiative rate. -/
theorem efficiency_mul_rate (hA : 0 < A) (hB : 0 < B) (hC : 0 < C) {n : ℝ} (hn : 0 < n) :
    efficiency A B C n * rate A B C n = B * n ^ 2 := by
  have h : rate A B C n ≠ 0 := by
    unfold rate
    positivity
  unfold efficiency
  exact div_mul_cancel₀ _ h

/-- For `s > 0`, the coefficients `(s A, s² B, s³ C)` give the same efficiency curve as
`(A, B, C)`. -/
theorem efficiencyCurve_scale (A B C : ℝ) {s : ℝ} (hs : 0 < s) :
    efficiencyCurve (s * A) (s ^ 2 * B) (s ^ 3 * C) = efficiencyCurve A B C := by
  -- rescaling the coefficients amounts to rescaling the density
  have hr : ∀ n, rate (s * A) (s ^ 2 * B) (s ^ 3 * C) n = rate A B C (s * n) := by
    intro n
    unfold rate
    ring
  have he : ∀ n, efficiency (s * A) (s ^ 2 * B) (s ^ 3 * C) n = efficiency A B C (s * n) := by
    intro n
    unfold efficiency
    rw [hr, mul_pow]
    ring
  ext p
  constructor
  · rintro ⟨n, hn, hp⟩
    exact ⟨s * n, mul_pos hs hn, by rw [hp, hr, he]⟩
  · rintro ⟨n, hn, hp⟩
    have h : s * (n / s) = n := mul_div_cancel₀ n hs.ne'
    exact ⟨n / s, div_pos hn hs, by rw [hp, hr, he, h]⟩

/-- Any two positive radiative coefficients are related by `B' = s² B` with some `s > 0`. -/
theorem exists_scale (hB : 0 < B) (hB' : 0 < B') : ∃ s : ℝ, 0 < s ∧ B' = s ^ 2 * B := by
  refine ⟨Real.sqrt (B' / B), Real.sqrt_pos.mpr (div_pos hB' hB), ?_⟩
  rw [Real.sq_sqrt (div_pos hB' hB).le, div_mul_cancel₀ _ hB.ne']

/-- If the efficiency curves of two sets of positive coefficients share two distinct points,
the sets are related by `(A', B', C') = (s A, s² B, s³ C)` with some `s > 0`. -/
theorem scaling_of_two_points (hA : 0 < A) (hB : 0 < B) (hC : 0 < C)
    (hA' : 0 < A') (hB' : 0 < B') (hC' : 0 < C') {p q : ℝ × ℝ} (hpq : p ≠ q)
    (hp : p ∈ efficiencyCurve A B C) (hp' : p ∈ efficiencyCurve A' B' C')
    (hq : q ∈ efficiencyCurve A B C) (hq' : q ∈ efficiencyCurve A' B' C') :
    ∃ s : ℝ, 0 < s ∧ A' = s * A ∧ B' = s ^ 2 * B ∧ C' = s ^ 3 * C := by
  obtain ⟨s, hs, hsB⟩ := exists_scale hB hB'
  -- what a single common point says about the coefficients
  have key : ∀ n m : ℝ, 0 < n → 0 < m →
      (rate A B C n, efficiency A B C n) = (rate A' B' C' m, efficiency A' B' C' m) →
      (s * A - A') + (s ^ 3 * C - C') * m ^ 2 = 0 := by
    intro n m hn hm h
    have h1 : rate A B C n = rate A' B' C' m := congrArg Prod.fst h
    have h2 : efficiency A B C n = efficiency A' B' C' m := congrArg Prod.snd h
    -- equal radiative rates fix the ratio of the densities
    have h3 : B * n ^ 2 = B' * m ^ 2 := by
      rw [← efficiency_mul_rate hA hB hC hn, ← efficiency_mul_rate hA' hB' hC' hm, h1, h2]
    have h4 : n ^ 2 = (s * m) ^ 2 := by
      apply mul_left_cancel₀ hB.ne'
      rw [h3, hsB]
      ring
    have h5 : n = s * m := (sq_eq_sq₀ hn.le (mul_pos hs hm).le).mp h4
    unfold rate at h1
    rw [h5, hsB] at h1
    apply mul_left_cancel₀ hm.ne'
    linear_combination h1
  obtain ⟨n₁, hn₁, e₁⟩ := hp
  obtain ⟨m₁, hm₁, f₁⟩ := hp'
  obtain ⟨n₂, hn₂, e₂⟩ := hq
  obtain ⟨m₂, hm₂, f₂⟩ := hq'
  have k₁ := key n₁ m₁ hn₁ hm₁ (e₁.symm.trans f₁)
  have k₂ := key n₂ m₂ hn₂ hm₂ (e₂.symm.trans f₂)
  have hm : m₁ ^ 2 - m₂ ^ 2 ≠ 0 := by
    intro h
    have h' : m₁ = m₂ := (sq_eq_sq₀ hm₁.le hm₂.le).mp (sub_eq_zero.mp h)
    exact hpq (by rw [f₁, f₂, h'])
  -- two different densities separate the linear from the cubic coefficient
  have hc : s ^ 3 * C - C' = 0 := by
    apply mul_right_cancel₀ hm
    linear_combination k₁ - k₂
  rw [hc] at k₁
  exact ⟨s, hs, by linarith, hsB, by linarith⟩

/-- Two sets of positive coefficients have the same efficiency curve exactly when they are
related by `(A', B', C') = (s A, s² B, s³ C)` with some `s > 0`. -/
theorem efficiencyCurve_eq_iff (hA : 0 < A) (hB : 0 < B) (hC : 0 < C)
    (hA' : 0 < A') (hB' : 0 < B') (hC' : 0 < C') :
    efficiencyCurve A' B' C' = efficiencyCurve A B C ↔
      ∃ s : ℝ, 0 < s ∧ A' = s * A ∧ B' = s ^ 2 * B ∧ C' = s ^ 3 * C := by
  constructor
  · intro h
    have mem : ∀ n : ℝ, 0 < n →
        (rate A B C n, efficiency A B C n) ∈ efficiencyCurve A B C :=
      fun n hn => ⟨n, hn, rfl⟩
    -- the points at densities 1 and 2 have different total rates
    have hne : (rate A B C 1, efficiency A B C 1) ≠ (rate A B C 2, efficiency A B C 2) := by
      intro e
      have e1 : rate A B C 1 = rate A B C 2 := congrArg Prod.fst e
      unfold rate at e1
      linarith
    have m1 := mem 1 one_pos
    have m2 := mem 2 two_pos
    exact scaling_of_two_points hA hB hC hA' hB' hC' hne m1 (h.symm ▸ m1) m2 (h.symm ▸ m2)
  · rintro ⟨s, hs, rfl, rfl, rfl⟩
    exact efficiencyCurve_scale A B C hs

/-- Every positive value `B'` of the radiative coefficient is compatible with the efficiency
curve of given positive coefficients, for suitable positive `A'` and `C'`. -/
theorem radiative_coefficient_free (hA : 0 < A) (hB : 0 < B) (hC : 0 < C) (hB' : 0 < B') :
    ∃ A' C' : ℝ, 0 < A' ∧ 0 < C' ∧ efficiencyCurve A' B' C' = efficiencyCurve A B C := by
  obtain ⟨s, hs, h⟩ := exists_scale hB hB'
  refine ⟨s * A, s ^ 3 * C, by positivity, by positivity, ?_⟩
  rw [h]
  exact efficiencyCurve_scale A B C hs

/-- For positive coefficients, once `B` is known the efficiency curve fixes `A` and `C`. -/
theorem fixed_by_radiative_coefficient (hA : 0 < A) (hB : 0 < B) (hC : 0 < C)
    (hA' : 0 < A') (hC' : 0 < C')
    (h : efficiencyCurve A' B C' = efficiencyCurve A B C) : A' = A ∧ C' = C := by
  obtain ⟨s, hs, h1, h2, h3⟩ := (efficiencyCurve_eq_iff hA hB hC hA' hB hC').mp h
  have hs1 : s = 1 := by
    have hne : (s + 1) * B ≠ 0 := by positivity
    apply mul_right_cancel₀ hne
    linear_combination -h2
  rw [hs1] at h1 h3
  exact ⟨by linarith, by linarith⟩

/-- Two sets of positive coefficients have the same efficiency curve exactly when they agree
in `A² / B` and in `B² / (A C)`. -/
theorem efficiencyCurve_eq_iff_invariants (hA : 0 < A) (hB : 0 < B) (hC : 0 < C)
    (hA' : 0 < A') (hB' : 0 < B') (hC' : 0 < C') :
    efficiencyCurve A' B' C' = efficiencyCurve A B C ↔
      A' ^ 2 / B' = A ^ 2 / B ∧ B' ^ 2 / (A' * C') = B ^ 2 / (A * C) := by
  rw [efficiencyCurve_eq_iff hA hB hC hA' hB' hC',
    div_eq_div_iff hB'.ne' hB.ne', div_eq_div_iff (mul_pos hA' hC').ne' (mul_pos hA hC).ne']
  constructor
  · rintro ⟨s, _, rfl, rfl, rfl⟩
    constructor <;> ring
  · rintro ⟨h1, h2⟩
    -- the scale factor is read off from the linear coefficients
    have h3 : C' * A ^ 3 = A' ^ 3 * C := by
      have hne : B ^ 2 * A' * A ≠ 0 := by positivity
      apply mul_left_cancel₀ hne
      linear_combination -A ^ 4 * h2 - A * C * (A ^ 2 * B' + A' ^ 2 * B) * h1
    refine ⟨A' / A, div_pos hA' hA, (div_mul_cancel₀ _ hA.ne').symm, ?_, ?_⟩
    · rw [div_pow, div_mul_eq_mul_div, eq_div_iff (pow_pos hA 2).ne']
      linear_combination -h1
    · rw [div_pow, div_mul_eq_mul_div, eq_div_iff (pow_pos hA 3).ne']
      exact h3

end

end ABCIdentifiability
```

```lean
#print axioms ABCIdentifiability.radiative_coefficient_free
#print axioms ABCIdentifiability.fixed_by_radiative_coefficient
#print axioms ABCIdentifiability.efficiencyCurve_eq_iff_invariants
```

```
'ABCIdentifiability.radiative_coefficient_free' depends on axioms: [propext, Classical.choice, Quot.sound]
'ABCIdentifiability.fixed_by_radiative_coefficient' depends on axioms: [propext, Classical.choice, Quot.sound]
'ABCIdentifiability.efficiencyCurve_eq_iff_invariants' depends on axioms: [propext, Classical.choice, Quot.sound]
```

## From the calculation to the proof

In `efficiencyCurve_scale`, `hr` and `he` are the identities \(R'(n)=R(sn)\) and \(\eta'(n)=\eta(sn)\). The two inclusions then use the densities `s * n` and `n / s`.

`exists_scale` supplies \(s=\sqrt{B'/B}\), and `efficiency_mul_rate` recovers the radiative rate from a point of the curve. Inside `scaling_of_two_points`, the statement `key` treats a single common point: `h3` equates the radiative rates, `h5` is \(n=sm\), and the last two lines cancel the factor \(m\). Applying `key` twice gives `k₁` and `k₂`. Their difference, with `hm` stating \(m_1^2-m_2^2\neq0\), proves `hc`, which is \(s^3C-C'=0\).

`efficiencyCurve_eq_iff` feeds the points at densities 1 and 2 into this result and takes the other direction from `efficiencyCurve_scale`.

For the invariants, the fractions are first cleared. The step `h3` there states \(C'A^3=A'^3C\). It is proved after multiplication by \(B^2A'A\): the second invariant turns the left side into \(AC(A^2B')^2\), and the first turns that into \(AC(A'^2B)^2\), which is the right side. Division by \(A^3\) gives \(C'=s^3C\) with \(s=A'/A\).
